# For three positive moments of inertia, a palindromic splitting step of the free rigid body preserves |L| and is undone by changing the sign of the time step

A rigid molecule tumbles freely, with no torque acting on it. Its angular momentum is constant in the laboratory, but seen from axes fixed in the molecule it generally moves. Let $L$ be the angular momentum in the principal-axis frame, $I_k$ the principal moments of inertia and $\omega$ the angular velocity, with $L_k = I_k\omega_k$. Euler's equations then read

$$\frac{dL}{dt} = L\times\omega .$$

The exact motion keeps the length $|L|$ and can be run backwards. A numerical step of finite length $h$ need not do either.

If only one component $\omega_k$ is kept, the equation is easy to solve: $L$ turns about axis $k$ at a constant rate. Call the resulting map over a time $h$ $P_k(h)$. With the axes numbered 0, 1, 2, as in Lean, the step studied here is

$$S(h) = P_0(h/2)\,P_1(h/2)\,P_2(h)\,P_1(h/2)\,P_0(h/2).$$

It preserves $|L|$, its inverse is $S(-h)$, and its initial velocity at $h=0$ is the one in Euler's equations. In molecular dynamics with rigid molecules such a step can advance the angular momentum between torque updates; the result concerns a single torque-free body and does not track its orientation.

## Vectors, rotations and length

```lean
import Mathlib

open Real Matrix

namespace RigidBodySplitting

noncomputable section
```

A vector is a function `Fin 3 → ℝ`, which assigns a real number to each of the indices 0, 1, 2. The component $L_k$ is written `L k`, and `![a, b, c]` lists three components.

```lean
/-- Rotation of a vector by the angle `θ` about the body axis `k`. -/
def rot (k : Fin 3) (θ : ℝ) (L : Fin 3 → ℝ) : Fin 3 → ℝ :=
  match k with
  | 0 => ![L 0, cos θ * L 1 - sin θ * L 2, sin θ * L 1 + cos θ * L 2]
  | 1 => ![sin θ * L 2 + cos θ * L 0, L 1, cos θ * L 2 - sin θ * L 0]
  | 2 => ![cos θ * L 0 - sin θ * L 1, sin θ * L 0 + cos θ * L 1, L 2]
```

`rot k θ L` is the right-handed rotation $R_k(\theta)L$ about axis $k$, written out by cases. For $k=2$ it is the familiar

$$(\cos\theta\,L_0-\sin\theta\,L_1,\ \sin\theta\,L_0+\cos\theta\,L_1,\ L_2).$$

```lean
/-- The Euclidean length of the angular momentum. -/
def magnitude (L : Fin 3 → ℝ) : ℝ := √(L 0 ^ 2 + L 1 ^ 2 + L 2 ^ 2)
```

This is the Euclidean length $|L|=\sqrt{L_0^2+L_1^2+L_2^2}$. It is defined explicitly because the norm that Mathlib attaches to `Fin 3 → ℝ` is the largest absolute component.

## One axis at a time, then all three

```lean
/-- The map `P_k(h)`: rotation of `L` about axis `k` by the angle `-h L_k / I_k`,
for a nonzero moment of inertia `I_k`. -/
def subflow (I : Fin 3 → ℝ) (k : Fin 3) (h : ℝ) (L : Fin 3 → ℝ) : Fin 3 → ℝ :=
  rot k (-(h * L k / I k)) L
```

`subflow I k h` is $P_k(h)$. The angle is $-hL_k/I_k=-h\omega_k$, with $L_k$ taken from the vector on which the map acts. The minus sign appears because the body axes turn with $+\omega$, so a vector fixed in space turns the other way relative to them. Lean sets division by zero to zero, so the definition also accepts $I_k=0$, where it has no physical meaning.

```lean
/-- The symmetric step `P_0(h/2) P_1(h/2) P_2(h) P_1(h/2) P_0(h/2)`, for nonzero moments; the
rightmost map acts first. -/
def step (I : Fin 3 → ℝ) (h : ℝ) (L : Fin 3 → ℝ) : Fin 3 → ℝ :=
  subflow I 0 (h / 2) (subflow I 1 (h / 2) (subflow I 2 h
    (subflow I 1 (h / 2) (subflow I 0 (h / 2) L))))
```

This is $S(h)$, with the innermost map acting first.

```lean
/-- The sequential step `P_0(h) P_1(h) P_2(h)`, for nonzero moments. -/
def sequentialStep (I : Fin 3 → ℝ) (h : ℝ) (L : Fin 3 → ℝ) : Fin 3 → ℝ :=
  subflow I 0 h (subflow I 1 h (subflow I 2 h L))
```

The sequential step $P_0(h)P_1(h)P_2(h)$ serves as a contrast. Here $P_2$ acts first.

## Three properties of rotations

```lean
/-- Rotation by the angle zero changes nothing. -/
theorem rot_zero (k : Fin 3) (L : Fin 3 → ℝ) : rot k 0 L = L := by
  ext j
  fin_cases k <;> fin_cases j <;> simp [rot]
```

Since $\cos 0=1$ and $\sin 0=0$, we have $R_k(0)L=L$. The proof compares components (`ext j`), lists all axes and components (`fin_cases`) and simplifies.

```lean
/-- Successive rotations about the same axis add their angles. -/
theorem rot_rot (k : Fin 3) (a b : ℝ) (L : Fin 3 → ℝ) :
    rot k a (rot k b L) = rot k (a + b) L := by
  ext j
  fin_cases k <;> fin_cases j <;> simp [rot, cos_add, sin_add] <;> ring
```

This says $R_k(a)R_k(b)=R_k(a+b)$. Let $x,y$ be the two components that the rotation mixes. The first one becomes

$$\cos a(\cos b\,x-\sin b\,y)-\sin a(\sin b\,x+\cos b\,y)=\cos(a+b)\,x-\sin(a+b)\,y,$$

and the second becomes

$$\sin a(\cos b\,x-\sin b\,y)+\cos a(\sin b\,x+\cos b\,y)=\sin(a+b)\,x+\cos(a+b)\,y.$$

Lean inserts the addition formulas, and `ring` finishes the algebra.

```lean
/-- A rotation preserves the length of the angular momentum. -/
theorem magnitude_rot (k : Fin 3) (θ : ℝ) (L : Fin 3 → ℝ) :
    magnitude (rot k θ L) = magnitude L := by
  unfold magnitude
  congr 1
  fin_cases k <;> simp [rot]
  · linear_combination (L 1 ^ 2 + L 2 ^ 2) * sin_sq_add_cos_sq θ
  · linear_combination (L 0 ^ 2 + L 2 ^ 2) * sin_sq_add_cos_sq θ
  · linear_combination (L 0 ^ 2 + L 1 ^ 2) * sin_sq_add_cos_sq θ
```

A rotation leaves $|L|$ unchanged, because

$$(\cos\theta\,x-\sin\theta\,y)^2+(\sin\theta\,x+\cos\theta\,y)^2=(\sin^2\theta+\cos^2\theta)(x^2+y^2)=x^2+y^2 .$$

`congr 1` removes the square root. Each `linear_combination` line then multiplies $\sin^2\theta+\cos^2\theta=1$ by the relevant $x^2+y^2$, once for each axis.

## The velocity of a rotating vector

```lean
/-- Product rule for a moving vector `x` rotated by a changing angle `θ` about axis `k`:
the rotated velocity plus the cross product of the rotated vector with `-θ'` along the axis. -/
theorem hasDerivAt_rot (k : Fin 3) {θ : ℝ → ℝ} {θ' t : ℝ} {x : ℝ → Fin 3 → ℝ}
    {v : Fin 3 → ℝ} (hθ : HasDerivAt θ θ' t) (hx : HasDerivAt x v t) :
    HasDerivAt (fun s => rot k (θ s) (x s))
      (rot k (θ t) v + (rot k (θ t) (x t)) ⨯₃ (Pi.single k (-θ'))) t := by
  have hx' := hasDerivAt_pi.mp hx
  -- the two kinds of component that a rotation mixes
  have A := fun a b : Fin 3 =>
    (hθ.cos.fun_mul (hx' a)).fun_sub (hθ.sin.fun_mul (hx' b))
  have B := fun a b : Fin 3 =>
    (hθ.sin.fun_mul (hx' a)).fun_add (hθ.cos.fun_mul (hx' b))
  refine hasDerivAt_pi.mpr fun j => ?_
  fin_cases k <;> fin_cases j
  · exact (hx' 0).congr_deriv (by simp [rot, cross_apply])
  · exact (A 1 2).congr_deriv (by simp [rot, cross_apply] <;> ring)
  · exact (B 1 2).congr_deriv (by simp [rot, cross_apply] <;> ring)
  · exact (B 2 0).congr_deriv (by simp [rot, cross_apply] <;> ring)
  · exact (hx' 1).congr_deriv (by simp [rot, cross_apply])
  · exact (A 2 0).congr_deriv (by simp [rot, cross_apply] <;> ring)
  · exact (A 0 1).congr_deriv (by simp [rot, cross_apply] <;> ring)
  · exact (B 0 1).congr_deriv (by simp [rot, cross_apply] <;> ring)
  · exact (hx' 2).congr_deriv (by simp [rot, cross_apply])
```

`HasDerivAt f f' t` means that $f$ is differentiable at $t$ with derivative $f'$. The symbol `⨯₃` is the cross product, and `Pi.single k a` is the vector $a\,e_k$, where $e_k$ is the unit vector along axis $k$. If $x(t)$ has velocity $v$ and $\theta(t)$ has derivative $\theta'$, the theorem says

$$\frac{d}{dt}\bigl[R_k(\theta)x\bigr]=R_k(\theta)v+\bigl(R_k(\theta)x\bigr)\times(-\theta' e_k).$$

To derive it, let $a,b$ be the two mixed indices in cyclic order after $k$, and set $y=R_k(\theta)x$. Then $y_a=\cos\theta\,x_a-\sin\theta\,x_b$ and $y_b=\sin\theta\,x_a+\cos\theta\,x_b$. The ordinary product rule gives

$$\dot y_a=\cos\theta\,v_a-\sin\theta\,v_b-\theta' y_b,\qquad
\dot y_b=\sin\theta\,v_a+\cos\theta\,v_b+\theta' y_a .$$

The component along the axis has $\dot y_k=v_k$. The terms in $\theta'$ are the components of $y\times(-\theta' e_k)$. In the proof, `A` and `B` are these two product rules, and six of the nine final lines use them for the mixed components; the other three use the derivative of the component along the axis.

## Each factor solves its part of Euler's equations

```lean
/-- Successive maps `P_k(t)` and `P_k(s)` about the same axis combine to `P_k(s + t)`. -/
theorem subflow_subflow (I : Fin 3 → ℝ) (k : Fin 3) (s t : ℝ) (L : Fin 3 → ℝ) :
    subflow I k s (subflow I k t L) = subflow I k (s + t) L := by
  -- the component along the axis, which sets the angle, is unchanged
  have hk : ∀ θ, rot k θ L k = L k := by
    intro θ
    fin_cases k <;> simp [rot]
  simp only [subflow, hk, rot_rot]
  congr 1
  ring
```

The maps about one axis satisfy $P_k(s)P_k(t)=P_k(s+t)$. A rotation about axis $k$ does not change $L_k$, which is the auxiliary statement `hk`. Both maps therefore use the same $L_k$, and their angles add:

$$-\frac{tL_k}{I_k}-\frac{sL_k}{I_k}=-\frac{(s+t)L_k}{I_k}.$$

```lean
/-- For a positive moment `I_k` and `L_k = I_k ω`, the curve `P_k(t) L` solves exactly the
Euler equation `dL/dt = L × ω e_k` that keeps only the angular velocity about axis `k`. -/
theorem subflow_hasDerivAt (I : Fin 3 → ℝ) (k : Fin 3) (hI : 0 < I k) (L : Fin 3 → ℝ)
    (ω : ℝ) (hω : L k = I k * ω) (t : ℝ) :
    HasDerivAt (fun s => subflow I k s L) ((subflow I k t L) ⨯₃ (Pi.single k ω)) t := by
  have hθ : HasDerivAt (fun s => -(s * L k / I k)) (-ω) t :=
    (((hasDerivAt_id' t).mul_const (L k)).div_const (I k)).fun_neg.congr_deriv
      (by rw [hω, one_mul, mul_div_cancel_left₀ _ hI.ne'])
  have h0 : ∀ θ, rot k θ 0 = 0 := by
    intro θ
    ext j
    fin_cases k <;> fin_cases j <;> simp [rot]
  have key := hasDerivAt_rot k hθ (hasDerivAt_const t L)
  exact key.congr_deriv (by simp only [h0, zero_add, neg_neg, subflow])
```

In this theorem `ω` is a single number, the angular velocity about axis $k$. For $I_k>0$ and $L_k=I_k\omega$, the curve $P_k(t)L$ satisfies, at every time $t$,

$$\frac{d}{dt}P_k(t)L=\bigl(P_k(t)L\bigr)\times\omega e_k .$$

This follows from the rule for a rotating vector. The vector being rotated is the constant $L$, so $v=0$. The angle is $-tL_k/I_k=-\omega t$, so $\theta'=-\omega$. In Lean, `hθ` is the derivative of the angle, and `h0` says that a rotated zero vector is zero.

```lean
/-- Applying `P_k(τ(h))`, with `τ(0) = 0` and `τ'(0) = c`, to a curve that starts at `L`
adds `L × (c L_k / I_k) e_k` to its initial velocity, for a nonzero moment `I_k`. -/
theorem subflow_comp (I : Fin 3 → ℝ) (k : Fin 3) {τ : ℝ → ℝ} {c : ℝ}
    {x : ℝ → Fin 3 → ℝ} {v L : Fin 3 → ℝ} (hτ : HasDerivAt τ c 0) (hτ0 : τ 0 = 0)
    (hx : HasDerivAt x v 0) (hx0 : x 0 = L) :
    HasDerivAt (fun h => subflow I k (τ h) (x h))
      (v + L ⨯₃ (Pi.single k (c * (L k / I k)))) 0 := by
  have hθ : HasDerivAt (fun h => -(τ h * x h k / I k)) (-(c * (L k / I k))) 0 :=
    ((hτ.fun_mul (hasDerivAt_pi.mp hx k)).div_const (I k)).fun_neg.congr_deriv
      (by simp only [hτ0, hx0]; ring)
  have key := hasDerivAt_rot k hθ hx
  exact key.congr_deriv
    (by simp only [hτ0, hx0, zero_mul, zero_div, neg_zero, rot_zero, neg_neg])
```

In the full step, a factor acts on a vector that already depends on $h$. Let $x(h)$ start at $x(0)=L$ with velocity $v$, and let the duration $\tau(h)$ satisfy $\tau(0)=0$ and $\tau'(0)=c$. The rotation angle is $\theta(h)=-\tau(h)x_k(h)/I_k$, and its derivative at zero is

$$\theta'(0)=-\frac{c\,L_k+\tau(0)\,v_k}{I_k}=-\frac{c\,L_k}{I_k}.$$

At $h=0$ the angle vanishes and the rotation is the identity. The rule for a rotating vector then gives

$$\frac{d}{dh}\Bigl[P_k(\tau(h))\,x(h)\Bigr]_{h=0}=v+L\times\frac{c\,L_k}{I_k}e_k .$$

So each factor adds its own share to the initial velocity.

## Length, reversal and agreement with Euler's equations

```lean
/-- For positive moments the symmetric step preserves the length of `L`, has the step with `-h`
as its two-sided inverse for every real `h`, and has at `h = 0` the velocity `L × ω` of Euler's
equations, where `L_k = I_k ω_k`. -/
theorem symmetric_splitting (I : Fin 3 → ℝ) (hI : ∀ k, 0 < I k) :
    (∀ h L, magnitude (step I h L) = magnitude L) ∧
    (∀ h L, step I (-h) (step I h L) = L ∧ step I h (step I (-h) L) = L) ∧
    (∀ L ω : Fin 3 → ℝ, (∀ k, L k = I k * ω k) →
      HasDerivAt (fun h => step I h L) (L ⨯₃ ω) 0) := by
  have hmag : ∀ k h L, magnitude (subflow I k h L) = magnitude L :=
    fun _ _ _ => magnitude_rot _ _ _
  have z : ∀ k L, subflow I k 0 L = L := by
    intro k L
    simp only [subflow, zero_mul, zero_div, neg_zero, rot_zero]
  have hneg : ∀ k h L, subflow I k (-h) (subflow I k h L) = L := by
    intro k h L
    rw [subflow_subflow, neg_add_cancel, z]
  -- the palindromic order lets the factors cancel from the inside out
  have hinv : ∀ h L, step I (-h) (step I h L) = L := by
    intro h L
    simp only [step, neg_div, hneg]
  refine ⟨fun h L => by simp only [step, hmag],
    fun h L => ⟨hinv h L, by simpa only [neg_neg] using hinv (-h) L⟩, ?_⟩
  intro L ω hL
  have hdiv : ∀ k, L k / I k = ω k := by
    intro k
    rw [hL k, mul_div_cancel_left₀ _ (hI k).ne']
  -- each factor contributes its own part of the initial velocity `L × ω`
  have full := hasDerivAt_id' (0 : ℝ)
  have half := full.div_const 2
  have h1 := subflow_comp (L := L) I 0 half (by simp) (hasDerivAt_const (0 : ℝ) L) rfl
  have h2 := subflow_comp (L := L) I 1 half (by simp) h1 (by simp [z])
  have h3 := subflow_comp (L := L) I 2 full rfl h2 (by simp [z])
  have h4 := subflow_comp (L := L) I 1 half (by simp) h3 (by simp [z])
  have h5 := subflow_comp (L := L) I 0 half (by simp) h4 (by simp [z])
  refine h5.congr_deriv ?_
  simp only [hdiv]
  ext j
  fin_cases j <;> simp [cross_apply] <;> ring
```

The hypothesis `hI` says that all three moments are positive. This holds for a nonlinear molecule; a linear molecule of point masses has a zero moment about its own axis. The conclusion has three parts, joined by `∧`.

**Length.** For every real $h$ and every $L$, $|S(h)L|=|L|$. Each of the five factors is a rotation of the vector it receives, even though its angle depends on that vector. The statement `hmag` records this for one factor, and simplification applies it five times.

**Reversal.** For every real $h$, $S(-h)S(h)L=L$ and $S(h)S(-h)L=L$. Written out, the first product is

$$P_0(-\tfrac h2)P_1(-\tfrac h2)P_2(-h)P_1(-\tfrac h2)\,\bigl[P_0(-\tfrac h2)\,P_0(\tfrac h2)\bigr]\,P_1(\tfrac h2)P_2(h)P_1(\tfrac h2)P_0(\tfrac h2).$$

The bracket is the identity, since the durations add to zero. This brings $P_1(-h/2)$ next to $P_1(h/2)$, and the cancellation continues until nothing is left. `hneg` is the cancellation of one pair, and `hinv` uses it five times. Replacing $h$ by $-h$ gives the other order.

**Initial velocity.** If $L_k=I_k\omega_k$ for all $k$, the derivative of $S(h)L$ at $h=0$ is $L\times\omega$. The lines `h1` to `h5` add the factors in the order in which they act, starting from the constant vector $L$:

$$L\times\left(\tfrac12\omega_0e_0+\tfrac12\omega_1e_1+\omega_2e_2+\tfrac12\omega_1e_1+\tfrac12\omega_0e_0\right)=L\times\omega .$$

The coefficients are the derivatives of the durations $h/2$ and $h$. Positivity enters through `hdiv`, which turns $L_k/I_k$ into $\omega_k$.

This third part fixes the direction in which the step sets out; it gives no error bound at finite $h$, and the theorem makes no statement about the kinetic energy. Euler's equations themselves enter as the known law for a torque-free rigid body. Applying the result to a real molecule therefore assumes that its vibrations and external torques can be neglected during the step.

## The sequential order fails to reverse

```lean
/-- Changing the sign of the time step need not undo the sequential step: with unit moments, a step
`π/2` followed by a step `-π/2` takes the angular momentum `(0, 1, 1)` to `(0, 1, -1)`. -/
theorem sequentialStep_not_reversible :
    sequentialStep (fun _ => 1) (-(π / 2)) (sequentialStep (fun _ => 1) (π / 2) ![0, 1, 1])
      = ![0, 1, -1] := by
  have forward : sequentialStep (fun _ => 1) (π / 2) ![0, 1, 1] = ![1, 1, 0] := by
    simp [sequentialStep, subflow, rot]
  rw [forward]
  simp [sequentialStep, subflow, rot]

end

end RigidBodySplitting
```

Take unit moments and $h=\pi/2$, starting from $(0,1,1)$. A factor whose own component is zero does nothing. The forward step is

$$(0,1,1)\xrightarrow{P_2}(1,0,1)\xrightarrow{P_1}(1,0,1)\xrightarrow{P_0}(1,1,0),$$

and the step with $-\pi/2$ continues with

$$(1,1,0)\xrightarrow{P_2}(1,1,0)\xrightarrow{P_1}(0,1,-1)\xrightarrow{P_0}(0,1,-1).$$

The length is still $\sqrt2$, but the vector has not returned. Changing the sign of $h$ inverts each factor without reversing their order, and the sequential product is not a palindrome. Lean computes the forward half as `forward`, substitutes it and evaluates the second half in the same way.

```lean
#print axioms RigidBodySplitting.subflow_hasDerivAt
#print axioms RigidBodySplitting.symmetric_splitting
#print axioms RigidBodySplitting.sequentialStep_not_reversible
```

```
'RigidBodySplitting.subflow_hasDerivAt' depends on axioms: [propext, Classical.choice, Quot.sound]
'RigidBodySplitting.symmetric_splitting' depends on axioms: [propext, Classical.choice, Quot.sound]
'RigidBodySplitting.sequentialStep_not_reversible' depends on axioms: [propext, Classical.choice, Quot.sound]
```
